# The mean free path that makes a ballistic–diffusive conductance formula reproduce the Boltzmann conductivity: $2v\tau$, $\tfrac{\pi}{2}v\tau$ and $\tfrac43 v\tau$ in one, two and three dimensions

Take carriers with one speed $v$ and one relaxation time $\tau$, the same in all directions. Suppose a code describes a conductor of length $L$ by its ballistic conductance times a transmission $\lambda/(\lambda+L)$, and sets $\lambda=v\tau$, the speed times the relaxation time. Short conductors come out right. Long ones come out with a conductivity that is too small: $1/2$ of the Boltzmann value in one dimension, $2/\pi$ of it in two and $3/4$ of it in three. A test in the ballistic limit does not reveal the error, because $\lambda$ drops out there.

## The mean free path for backscattering

Let $u=\cos\theta$ be the cosine of the angle between a carrier's velocity and the transport axis, and let $\langle\cdot\rangle$ be an average over directions. Let $g$ be the squared carrier charge times the density of states at the Fermi level, counted with spin and per unit volume (per area in two dimensions, per length in one). Define

$$
\lambda=\frac{2v\tau\langle u^2\rangle}{\langle|u|\rangle},\qquad
G_0=\frac{g v\langle|u|\rangle}{2},\qquad
G(L)=G_0\,\frac{\lambda}{\lambda+L},\qquad
\sigma=g v^2\tau\langle u^2\rangle .
$$

Here $G_0$ and $G(L)$ are conductances per cross-section, and $\sigma$ is the Boltzmann conductivity. Whenever $\langle|u|\rangle\neq0$,

$$
L\,G(L)\to\sigma\quad\text{as } L\to\infty .
$$

| Directions | $\langle u^2\rangle$ | $\langle\lvert u\rvert\rangle$ | $\lambda$ | $\sigma$ |
|---|---|---|---|---|
| two points | $1$ | $1$ | $2v\tau$ | $g v^2\tau$ |
| circle | $1/2$ | $2/\pi$ | $\tfrac{\pi}{2}v\tau$ | $g v^2\tau/2$ |
| sphere | $1/3$ | $1/2$ | $\tfrac43 v\tau$ | $g v^2\tau/3$ |

## Where a code relies on it

The relation applies when a code takes $v$ and $\tau$ from a bulk calculation and inserts them in the formula for $G(L)$, or when it fits that formula to conductances computed at several lengths and converts the fitted $\lambda$ to $\tau$. For electronic-structure work, it links bulk relaxation times to device conductances within a non-interacting, isotropic model with one speed and one relaxation time.

The limit holds for any direction average with $\langle|u|\rangle\neq0$, including a discrete quadrature. If $\lambda$, $G_0$ and $\sigma$ all use the same quadrature, its error does not spoil their agreement at large $L$.

## From direction averages to the long-conductor limit

For two points, $u=\pm1$, so both averages are $1$.

On the circle, $\int_{-\pi}^{\pi}\cos^2\theta\,d\theta=\pi$. The cosine changes sign at $\pm\pi/2$, so

$$
\int_{-\pi}^{\pi}|\cos\theta|\,d\theta=1+2+1=4 .
$$

Division by $2\pi$ gives $1/2$ and $2/\pi$.

On the sphere, the polar angle has weight $\tfrac12\sin\theta$:

$$
\frac12\int_0^\pi\cos^2\theta\sin\theta\,d\theta
=\frac12\left[-\frac{\cos^3\theta}{3}\right]_0^\pi=\frac13,
\qquad
\frac12\int_0^\pi|\cos\theta|\sin\theta\,d\theta
=\frac12\left(\frac12+\frac12\right)=\frac12 .
$$

Inserting these averages in the definition of $\lambda$ gives the three factors $2$, $\pi/2$ and $4/3$.

The average of $|u|$ cancels in the product

$$
G_0\lambda=\frac{g v\langle|u|\rangle}{2}\cdot\frac{2v\tau\langle u^2\rangle}{\langle|u|\rangle}=\sigma .
$$

Hence, for $\lambda+L\neq0$,

$$
L\,G(L)=\sigma\frac{L}{\lambda+L},\qquad
\sigma-L\,G(L)=\sigma\frac{\lambda}{\lambda+L}.
$$

The last fraction vanishes as $L\to\infty$, which is the diffusive limit. If $\lambda\neq0$, the same fraction tends to $1$ as $L\to0$, and $G(L)\to G_0$.

## A three-dimensional conductor in numbers

In consistent units, take the sphere with $g=2$, $v=1$ and $\tau=3$. Then $\lambda=4$, $G_0=1/2$ and $\sigma=2$, and indeed $G_0\lambda=2$.

At $L=12$ the conductance is $\tfrac12\cdot\tfrac{4}{16}=\tfrac18$, so $L\,G(L)=1.5$. The deficit of $0.5$ equals $2\cdot\tfrac{4}{16}$. At $L=396$ the deficit has fallen to one per cent, with $L\,G(L)=1.98$. With $\lambda=v\tau=3$ instead, the long-conductor value would be $1.5$ rather than $2$.

## The Lean file

```lean
import Mathlib

open Real Filter Topology

namespace BallisticDiffusiveCrossover

noncomputable section

/-- Average over the two directions of a one-dimensional conductor, for a function of the
direction cosine. -/
def chainAvg (f : ℝ → ℝ) : ℝ := (f 1 + f (-1)) / 2

/-- Average over the circle of directions in a plane, for a function of the direction cosine. -/
def circleAvg (f : ℝ → ℝ) : ℝ := (∫ θ in (-π)..π, f (Real.cos θ)) / (2 * π)

/-- Average over the sphere of directions in space, for a function of the direction cosine;
`θ` is the polar angle from the transport axis. -/
def sphereAvg (f : ℝ → ℝ) : ℝ := (∫ θ in (0 : ℝ)..π, f (Real.cos θ) * Real.sin θ) / 2

/-- Mean free path for backscattering, `2 v τ ⟨cos²⟩ / ⟨|cos|⟩`, for a direction average `A`
with `⟨|cos|⟩ ≠ 0`. -/
def meanFreePath (A : (ℝ → ℝ) → ℝ) (v τ : ℝ) : ℝ :=
  2 * v * τ * A (fun u => u ^ 2) / A (fun u => |u|)

/-- Ballistic conductance per cross-section, `g v ⟨|cos|⟩ / 2`, where `g` is the density of
states including the squared charge. -/
def ballisticConductance (A : (ℝ → ℝ) → ℝ) (g v : ℝ) : ℝ := g * v * A (fun u => |u|) / 2

/-- Conductance per cross-section of a conductor of length `L`: the ballistic value times the
transmission `l / (l + L)`, with `l` the mean free path and `l + L ≠ 0`. -/
def conductance (A : (ℝ → ℝ) → ℝ) (g v τ L : ℝ) : ℝ :=
  ballisticConductance A g v * (meanFreePath A v τ / (meanFreePath A v τ + L))

/-- Boltzmann conductivity `g v² τ ⟨cos²⟩`. -/
def boltzmannConductivity (A : (ℝ → ℝ) → ℝ) (g v τ : ℝ) : ℝ :=
  g * v ^ 2 * τ * A (fun u => u ^ 2)

/-- For two opposite directions, the averages of `cos²` and `|cos|` are both 1. -/
theorem chain_moments :
    chainAvg (fun u => u ^ 2) = 1 ∧ chainAvg (fun u => |u|) = 1 := by
  constructor <;> norm_num [chainAvg]

/-- On the circle, the average of `cos²` is `1/2` and that of `|cos|` is `2/π`. -/
theorem circle_moments :
    circleAvg (fun u => u ^ 2) = 1 / 2 ∧ circleAvg (fun u => |u|) = 2 / π := by
  have hp := Real.pi_pos
  have h2p : 2 * π ≠ 0 := by positivity
  constructor
  · have h : ∫ θ in (-π)..π, Real.cos θ ^ 2 = π := by
      rw [integral_cos_sq, Real.sin_neg, Real.sin_pi]
      ring
    change (∫ θ in (-π)..π, Real.cos θ ^ 2) / (2 * π) = 1 / 2
    rw [h, div_eq_div_iff h2p two_ne_zero]
    ring
  · have hi : ∀ a b : ℝ, IntervalIntegrable (fun θ => |Real.cos θ|) MeasureTheory.volume a b :=
      fun a b => Real.continuous_cos.abs.intervalIntegrable a b
    -- the cosine has a fixed sign on each of three pieces
    have h1 : ∫ θ in (-π)..(-(π / 2)), |Real.cos θ| = 1 := by
      have e : ∫ θ in (-π)..(-(π / 2)), |Real.cos θ|
          = ∫ θ in (-π)..(-(π / 2)), -Real.cos θ := by
        apply intervalIntegral.integral_congr
        intro x hx
        rw [Set.uIcc_of_le (by linarith)] at hx
        have hc := Real.cos_nonpos_of_pi_div_two_le_of_le (x := -x)
          (by linarith [hx.2]) (by linarith [hx.1])
        rw [Real.cos_neg] at hc
        exact abs_of_nonpos hc
      rw [e, intervalIntegral.integral_neg, integral_cos, Real.sin_neg, Real.sin_neg,
        Real.sin_pi_div_two, Real.sin_pi]
      norm_num
    have h2 : ∫ θ in (-(π / 2))..(π / 2), |Real.cos θ| = 2 := by
      have e : ∫ θ in (-(π / 2))..(π / 2), |Real.cos θ|
          = ∫ θ in (-(π / 2))..(π / 2), Real.cos θ := by
        apply intervalIntegral.integral_congr
        intro x hx
        rw [Set.uIcc_of_le (by linarith)] at hx
        exact abs_of_nonneg (Real.cos_nonneg_of_mem_Icc ⟨by linarith [hx.1], hx.2⟩)
      rw [e, integral_cos, Real.sin_neg, Real.sin_pi_div_two]
      norm_num
    have h3 : ∫ θ in (π / 2)..π, |Real.cos θ| = 1 := by
      have e : ∫ θ in (π / 2)..π, |Real.cos θ| = ∫ θ in (π / 2)..π, -Real.cos θ := by
        apply intervalIntegral.integral_congr
        intro x hx
        rw [Set.uIcc_of_le (by linarith)] at hx
        exact abs_of_nonpos
          (Real.cos_nonpos_of_pi_div_two_le_of_le hx.1 (by linarith [hx.2]))
      rw [e, intervalIntegral.integral_neg, integral_cos, Real.sin_pi_div_two, Real.sin_pi]
      norm_num
    have s1 := intervalIntegral.integral_add_adjacent_intervals
      (hi (-π) (-(π / 2))) (hi (-(π / 2)) (π / 2))
    have s2 := intervalIntegral.integral_add_adjacent_intervals
      (hi (-π) (π / 2)) (hi (π / 2) π)
    have h : ∫ θ in (-π)..π, |Real.cos θ| = 4 := by linarith
    change (∫ θ in (-π)..π, |Real.cos θ|) / (2 * π) = 2 / π
    rw [h, div_eq_div_iff h2p hp.ne']
    ring

/-- On the sphere, the average of `cos²` is `1/3` and that of `|cos|` is `1/2`. -/
theorem sphere_moments :
    sphereAvg (fun u => u ^ 2) = 1 / 3 ∧ sphereAvg (fun u => |u|) = 1 / 2 := by
  have hp := Real.pi_pos
  constructor
  · -- an antiderivative is `-cos³/3`
    have hd : ∀ x ∈ Set.uIcc 0 π, HasDerivAt
        (fun y => -(Real.cos y * Real.cos y * Real.cos y) / 3)
        (Real.cos x ^ 2 * Real.sin x) x := by
      intro x _
      have c := Real.hasDerivAt_cos x
      exact (((c.fun_mul c).fun_mul c).fun_neg.div_const 3).congr_deriv (by ring)
    have h := intervalIntegral.integral_eq_sub_of_hasDerivAt hd
      (((Real.continuous_cos.pow 2).mul Real.continuous_sin).intervalIntegrable 0 π)
    change (∫ θ in (0 : ℝ)..π, Real.cos θ ^ 2 * Real.sin θ) / 2 = 1 / 3
    rw [h, Real.cos_pi, Real.cos_zero]
    norm_num
  · have hi : ∀ a b : ℝ, IntervalIntegrable (fun θ => |Real.cos θ| * Real.sin θ)
        MeasureTheory.volume a b :=
      fun a b => (Real.continuous_cos.abs.mul Real.continuous_sin).intervalIntegrable a b
    -- the two hemispheres contribute equally
    have h1 : ∫ θ in (0 : ℝ)..(π / 2), |Real.cos θ| * Real.sin θ = 1 / 2 := by
      have e : ∫ θ in (0 : ℝ)..(π / 2), |Real.cos θ| * Real.sin θ
          = ∫ θ in (0 : ℝ)..(π / 2), Real.sin θ * Real.cos θ := by
        apply intervalIntegral.integral_congr
        intro x hx
        rw [Set.uIcc_of_le (by linarith)] at hx
        have hc := Real.cos_nonneg_of_mem_Icc (x := x) ⟨by linarith [hx.1], hx.2⟩
        change |Real.cos x| * Real.sin x = Real.sin x * Real.cos x
        rw [abs_of_nonneg hc, mul_comm]
      rw [e, integral_sin_mul_cos₁, Real.sin_pi_div_two, Real.sin_zero]
      norm_num
    have h2 : ∫ θ in (π / 2)..π, |Real.cos θ| * Real.sin θ = 1 / 2 := by
      have e : ∫ θ in (π / 2)..π, |Real.cos θ| * Real.sin θ
          = ∫ θ in (π / 2)..π, -(Real.sin θ * Real.cos θ) := by
        apply intervalIntegral.integral_congr
        intro x hx
        rw [Set.uIcc_of_le (by linarith)] at hx
        have hc := Real.cos_nonpos_of_pi_div_two_le_of_le hx.1 (by linarith [hx.2])
        change |Real.cos x| * Real.sin x = -(Real.sin x * Real.cos x)
        rw [abs_of_nonpos hc]
        ring
      rw [e, intervalIntegral.integral_neg, integral_sin_mul_cos₁, Real.sin_pi_div_two,
        Real.sin_pi]
      norm_num
    have s := intervalIntegral.integral_add_adjacent_intervals (hi 0 (π / 2)) (hi (π / 2) π)
    change (∫ θ in (0 : ℝ)..π, |Real.cos θ| * Real.sin θ) / 2 = 1 / 2
    linarith

/-- The ballistic conductance times the mean free path is the Boltzmann conductivity, for any
direction average with `⟨|cos|⟩ ≠ 0`. -/
theorem ballistic_mul_meanFreePath (A : (ℝ → ℝ) → ℝ) (g v τ : ℝ)
    (hA : A (fun u => |u|) ≠ 0) :
    ballisticConductance A g v * meanFreePath A v τ = boltzmannConductivity A g v τ := by
  unfold ballisticConductance meanFreePath boltzmannConductivity
  rw [div_mul_div_comm, div_eq_iff (mul_ne_zero two_ne_zero hA)]
  ring

/-- At length `L`, the apparent conductivity `L G(L)` falls short of the Boltzmann value by the
fraction `l / (l + L)`, with `l` the mean free path, if `⟨|cos|⟩ ≠ 0` and `l + L ≠ 0`. -/
theorem conductivity_deficit (A : (ℝ → ℝ) → ℝ) (g v τ L : ℝ)
    (hA : A (fun u => |u|) ≠ 0) (hL : meanFreePath A v τ + L ≠ 0) :
    boltzmannConductivity A g v τ - L * conductance A g v τ L =
      boltzmannConductivity A g v τ * (meanFreePath A v τ / (meanFreePath A v τ + L)) := by
  rw [← ballistic_mul_meanFreePath A g v τ hA]
  unfold conductance
  have e := div_mul_cancel₀ (meanFreePath A v τ) hL
  linear_combination (-ballisticConductance A g v) * e

/-- For a long conductor, `L G(L)` tends to the Boltzmann conductivity, for any direction
average with `⟨|cos|⟩ ≠ 0`. -/
theorem diffusive_limit (A : (ℝ → ℝ) → ℝ) (g v τ : ℝ) (hA : A (fun u => |u|) ≠ 0) :
    Tendsto (fun L => L * conductance A g v τ L) atTop
      (𝓝 (boltzmannConductivity A g v τ)) := by
  have hsum : Tendsto (fun L : ℝ => meanFreePath A v τ + L) atTop atTop :=
    tendsto_atTop_add_const_left atTop _ tendsto_id
  have h0 : Tendsto (fun L : ℝ => meanFreePath A v τ / (meanFreePath A v τ + L))
      atTop (𝓝 0) := tendsto_const_nhds.div_atTop hsum
  have h1 : Tendsto (fun L : ℝ => boltzmannConductivity A g v τ -
      boltzmannConductivity A g v τ * (meanFreePath A v τ / (meanFreePath A v τ + L)))
      atTop (𝓝 (boltzmannConductivity A g v τ)) := by
    simpa using (h0.const_mul (boltzmannConductivity A g v τ)).const_sub
      (boltzmannConductivity A g v τ)
  refine h1.congr' ?_
  -- the deficit formula holds once the length is large enough
  filter_upwards [hsum.eventually_gt_atTop 0] with L hL
  linarith [conductivity_deficit A g v τ L hA hL.ne']

/-- For a short conductor with nonzero mean free path, the conductance tends to the ballistic
value. -/
theorem ballistic_limit (A : (ℝ → ℝ) → ℝ) (g v τ : ℝ) (h : meanFreePath A v τ ≠ 0) :
    Tendsto (fun L => conductance A g v τ L) (𝓝 0) (𝓝 (ballisticConductance A g v)) := by
  have h0 : Tendsto (fun _ : ℝ => meanFreePath A v τ) (𝓝 0) (𝓝 (meanFreePath A v τ)) :=
    tendsto_const_nhds
  have h1 : Tendsto (fun L : ℝ => meanFreePath A v τ + L) (𝓝 0)
      (𝓝 (meanFreePath A v τ + 0)) := h0.add tendsto_id
  have h2 := (h0.div h1 (by rwa [add_zero])).const_mul (ballisticConductance A g v)
  have e : ballisticConductance A g v * (meanFreePath A v τ / (meanFreePath A v τ + 0))
      = ballisticConductance A g v := by
    rw [add_zero, div_self h, mul_one]
  rw [e] at h2
  exact h2

/-- The mean free path is `2`, `π/2` and `4/3` times `v τ` for two points, the circle and the
sphere, and in each case `L G(L)` tends to the Boltzmann conductivity as `L` grows. -/
theorem ballistic_diffusive_crossover (g v τ : ℝ) :
    (meanFreePath chainAvg v τ = 2 * (v * τ) ∧
      meanFreePath circleAvg v τ = π / 2 * (v * τ) ∧
      meanFreePath sphereAvg v τ = 4 / 3 * (v * τ)) ∧
    ∀ A ∈ ({chainAvg, circleAvg, sphereAvg} : Set ((ℝ → ℝ) → ℝ)),
      Tendsto (fun L => L * conductance A g v τ L) atTop
        (𝓝 (boltzmannConductivity A g v τ)) := by
  refine ⟨⟨?_, ?_, ?_⟩, ?_⟩
  · rw [meanFreePath, chain_moments.1, chain_moments.2]
    ring
  · rw [meanFreePath, circle_moments.1, circle_moments.2, div_div_eq_mul_div]
    ring
  · rw [meanFreePath, sphere_moments.1, sphere_moments.2]
    ring
  · rintro A (rfl | rfl | rfl)
    · exact diffusive_limit _ g v τ (by rw [chain_moments.2]; norm_num)
    · exact diffusive_limit _ g v τ (by rw [circle_moments.2]; positivity)
    · exact diffusive_limit _ g v τ (by rw [sphere_moments.2]; norm_num)

/-- The Boltzmann conductivity is `g v² τ` divided by 1, 2 and 3 for two points, the circle
and the sphere. -/
theorem boltzmannConductivity_values (g v τ : ℝ) :
    boltzmannConductivity chainAvg g v τ = g * v ^ 2 * τ ∧
    boltzmannConductivity circleAvg g v τ = g * v ^ 2 * τ / 2 ∧
    boltzmannConductivity sphereAvg g v τ = g * v ^ 2 * τ / 3 := by
  unfold boltzmannConductivity
  rw [chain_moments.1, circle_moments.1, sphere_moments.1]
  refine ⟨?_, ?_, ?_⟩ <;> ring

end

end BallisticDiffusiveCrossover
```

```lean
#print axioms BallisticDiffusiveCrossover.ballistic_mul_meanFreePath
#print axioms BallisticDiffusiveCrossover.ballistic_limit
#print axioms BallisticDiffusiveCrossover.ballistic_diffusive_crossover
#print axioms BallisticDiffusiveCrossover.boltzmannConductivity_values
```

```
'BallisticDiffusiveCrossover.ballistic_mul_meanFreePath' depends on axioms: [propext, Classical.choice, Quot.sound]
'BallisticDiffusiveCrossover.ballistic_limit' depends on axioms: [propext, Classical.choice, Quot.sound]
'BallisticDiffusiveCrossover.ballistic_diffusive_crossover' depends on axioms: [propext, Classical.choice, Quot.sound]
'BallisticDiffusiveCrossover.boltzmannConductivity_values' depends on axioms: [propext, Classical.choice, Quot.sound]
```

## How the statements map to the physics

A direction average is a function `A : (ℝ → ℝ) → ℝ`, which takes a function of the direction cosine and returns a number. The three geometries are `chainAvg`, `circleAvg` and `sphereAvg`. The quantities $\lambda$, $G_0$, $G(L)$ and $\sigma$ are `meanFreePath`, `ballisticConductance`, `conductance` and `boltzmannConductivity`.

The theorem `ballistic_diffusive_crossover` states the three values of $\lambda$ and the limit of $L\,G(L)$ for each geometry, for all real `g`, `v` and `τ`. In `Tendsto`, the filter `atTop` means $L\to\infty$, and `𝓝` denotes the neighbourhoods of the limiting value. The short-conductor limit is the separate theorem `ballistic_limit`; it lets $L$ approach zero from either side, which includes the physical approach through positive lengths. The last column of the table is `boltzmannConductivity_values`.

## How the proof follows the derivation

In `circle_moments` and `sphere_moments`, `integral_congr` replaces $|\cos\theta|$ by $\pm\cos\theta$ on each piece where the sign is fixed, and `integral_add_adjacent_intervals` joins the pieces. The second moment on the sphere comes from the antiderivative $-\cos^3\theta/3$.

The cancellation $G_0\lambda=\sigma$ is `ballistic_mul_meanFreePath`. From it, `conductivity_deficit` obtains the exact deficit by using $\frac{\lambda}{\lambda+L}(\lambda+L)=\lambda$. In `diffusive_limit` the deficit fraction tends to zero, and `filter_upwards` restricts attention to lengths with $\lambda+L>0$, where the deficit formula applies. The proof of `ballistic_limit` takes the limit of the quotient directly. The main theorem then inserts the computed averages and applies `diffusive_limit` three times.

## A quadrature with $\langle|u|\rangle=0$

The general limit assumes `A (fun u => |u|) ≠ 0`. Without this it can fail, as the signed quadrature

$$
A(f)=f(1)-2f(\tfrac12)+2f(0)
$$

shows. Its weights sum to $1$, yet $A(|u|)=1-1+0=0$ and $A(u^2)=1-\tfrac12+0=\tfrac12$. The ballistic conductance is then zero, and Lean's total division makes $L\,G(L)=0$ at every length, while $\sigma=g v^2\tau/2$ is nonzero for nonzero $g$, $v$ and $\tau$. A direction quadrature with negative weights should therefore be checked for this average.

## Assumptions built into the model

The transmission $\lambda/(\lambda+L)$ is a definition here and is not derived from a scattering equation. It makes the ratio of reflection to transmission equal to $L/\lambda$. For two directions this describes incoherent backscattering at a constant rate; in two and three dimensions it is an interpolation between the short and long limits. Phase-coherent effects such as localisation are absent. The ballistic conductance and the Boltzmann conductivity are likewise taken as formulas, with one speed, one relaxation time and a density of states that is the same in every direction. A band structure with anisotropic velocities, or an average over energy, needs its own definitions of these quantities. The theorems concern real numbers, so rounding in a program has to be controlled separately.
